# Relative Bloch phases of two momenta on a ring of N cells sum to N if the momenta agree and to zero otherwise

On a finite ring of N ≥ 1 cells, a translation by one cell has the eigenvalue exp(−2πik/N) at momentum k, where k is an integer modulo N. The theorem `sum_blochPhase` takes the ratio of these phases for two momenta k and q and sums its powers R = 0, …, N − 1: the result is N if k = q and 0 otherwise, with no factor 1/N in front of the sum. For equal momenta the proof notes that every term is 1. For distinct momenta it shows that the ratio is not 1 and applies the formula for a geometric sum, which vanishes because the N-th power of each phase is 1. That last fact, `hpow`, is to follow from exp(2πi/N)⁻¹ being a primitive N-th root of unity.

The first attempt, which Lean rejects:

```lean
import Mathlib

open Matrix Finset
open scoped InnerProductSpace ComplexConjugate

namespace SumBlochPhase

noncomputable section

variable {N : ℕ} [NeZero N] {M ι E : Type*} [Fintype M]
  [NormedAddCommGroup E] [InnerProductSpace ℂ E]

/-- The translation eigenvalue `exp(-2πik/N)` at momentum `k` on a ring of `N ≥ 1` cells. -/
def blochPhase (N : ℕ) (k : ZMod N) : ℂ :=
  Complex.exp (-2 * Real.pi * Complex.I * (k.val : ℂ) / N)

omit [NeZero N] in
lemma blochPhase_eq (k : ZMod N) :
    blochPhase N k = (Complex.exp (2 * Real.pi * Complex.I / N))⁻¹ ^ k.val := by
  rw [← Complex.exp_neg, ← Complex.exp_nat_mul, blochPhase]
  congr 1
  ring

/-- Summed over the `N` cells of the ring, the relative phases of two momenta give `N` if the
momenta agree and zero otherwise. -/
theorem sum_blochPhase (k q : ZMod N) :
    ∑ R ∈ range N, (blochPhase N k / blochPhase N q) ^ R = if k = q then (N : ℂ) else 0 := by
  have hprim := (Complex.isPrimitiveRoot_exp N (NeZero.ne N)).inv
  have hne : blochPhase N q ≠ 0 := Complex.exp_ne_zero _
  have hpow : ∀ a : ZMod N, blochPhase N a ^ N = 1 := fun a => by
    rw [blochPhase_eq, ← pow_mul, mul_comm, pow_mul, hprim.pow_eq_one, one_pow]
  split_ifs with h
  · subst h
    simp [div_self hne]
  · -- distinct momenta have distinct phases, so the geometric sum vanishes
    have hz : blochPhase N k / blochPhase N q ≠ 1 := fun e => by
      have e' := (div_eq_one_iff_eq hne).mp e
      rw [blochPhase_eq, blochPhase_eq] at e'
      exact h (ZMod.val_injective N (hprim.pow_inj (ZMod.val_lt k) (ZMod.val_lt q) e'))
    rw [geom_sum_eq hz, div_pow, hpow, hpow, div_one, sub_self, zero_div]

end

end SumBlochPhase
```

The compiler's answer:

```
Main.lean:31:53: error: Tactic `rewrite` failed: Did not find an occurrence of the pattern
  (Complex.exp (2 * ↑Real.pi * Complex.I / ↑N))⁻¹ ^ N
in the target expression
  ((Complex.exp (Complex.I * (2 * ↑Real.pi) / ↑N))⁻¹ ^ a.val) ^ N = 1

N : ℕ
inst✝ : NeZero N
k q : ZMod N
hprim : IsPrimitiveRoot (Complex.exp (2 * ↑Real.pi * Complex.I / ↑N))⁻¹ N
hne : blochPhase N q ≠ 0
a : ZMod N
⊢ ((Complex.exp (Complex.I * (2 * ↑Real.pi) / ↑N))⁻¹ ^ a.val) ^ N = 1
```

Cause. The message says that `rewrite` looked for the root of unity raised to the power `N`, the left side of `hprim.pow_eq_one`, and did not find it. The goal it prints shows two things wrong: the exponential now contains `Complex.I * (2 * ↑Real.pi)`, and the powers are nested with `a.val` inside and `N` outside.

Both come from the bare `mul_comm`. After `← pow_mul` the exponent is `a.val * N`, and this is the product that was to be swapped. Without arguments, however, `mul_comm` fits any product, and `rw` settled on `2 * ↑Real.pi * Complex.I` inside the exponential. The exponent kept its order, so `pow_mul` merely split it back into `a.val` and then `N`.

The repair writes `mul_comm a.val N`, which fits only the exponent. That becomes `N * a.val`, `pow_mul` puts the power `N` inside, and the exponential keeps the form it has in `hprim`. Now `hprim.pow_eq_one` turns the inner power into 1, and `one_pow` finishes the proof of `hpow`.

Fix (accepted with no message):

```diff
@@ -29,5 +29,5 @@
   have hne : blochPhase N q ≠ 0 := Complex.exp_ne_zero _
   have hpow : ∀ a : ZMod N, blochPhase N a ^ N = 1 := fun a => by
-    rw [blochPhase_eq, ← pow_mul, mul_comm, pow_mul, hprim.pow_eq_one, one_pow]
+    rw [blochPhase_eq, ← pow_mul, mul_comm a.val N, pow_mul, hprim.pow_eq_one, one_pow]
   split_ifs with h
   · subst h
```
